# Short- and long-distance limits of the single-round-trip Lifshitz integral for two dielectric films

## Films, fields and conventions

A film of thickness $t>0$ fills $0<z<t$ and has vacuum on both sides. Its relative permittivity $e>0$ is a constant, which stands for a local, linear response at one fixed imaginary frequency, zero included, as the Lifshitz energy requires; an ordinary dielectric has $e>1$ there. Retardation is neglected, so a potential with lateral wavenumber $k>0$ varies as $\exp(\pm kz)$. Define

$$D=\frac{e-1}{e+1},\qquad R(k)=\frac{D\,(1-e^{-2kt})}{1-D^2e^{-2kt}},\qquad I(d)=\int_0^\infty k\,R(k)^2e^{-2kd}\,dk .$$

In an exponential, $e$ is the usual base; elsewhere it is the permittivity. The reflected potential is written $-R\,e^{kz}$, so $R>0$ when $e>1$.

For two identical films at separation $d>0$, the nonretarded Lifshitz energy contains $\int k\ln(1-R^2e^{-2kd})\,dk$. Its first-order term in $R^2e^{-2kd}$, one round trip across the gap, is $-I(d)$. The claim is

$$d^2I(d)\to\frac{D^2}{4}\quad(d\to0^+),\qquad d^4I(d)\to\frac{3}{32}\,t^2\Big(e-\frac1e\Big)^2\quad(d\to\infty).$$

Within this local, nonretarded, single-round-trip model, the contribution of one frequency to the interaction energy of two films with $e\neq1$ therefore has a $d^{-4}$ tail, although at small separations it follows the $d^{-2}$ law of half-spaces.

## From boundary conditions to the two limits

Let the potential be $e^{-kz}-r\,e^{kz}$ before the film, $A e^{-kz}+B e^{kz}$ inside and $T e^{-kz}$ behind it. Continuity of the potential and of the normal displacement gives

$$1-r=A+B,\qquad 1+r=e(A-B),$$
$$Ae^{-kt}+Be^{kt}=Te^{-kt},\qquad e(Ae^{-kt}-Be^{kt})=Te^{-kt}.$$

Put $Q=e^{-2kt}$. Equating the left sides of the last two equations gives $B=DAQ$. The first two become $1-r=A(1+DQ)$ and $1+r=eA(1-DQ)$. Eliminating $A$ and using $e=(1+D)/(1-D)$,

$$(1-r)(1+D)(1-DQ)=(1+r)(1-D)(1+DQ).$$

Expanding and collecting $r$ gives $r(1-D^2Q)=D(1-Q)$, so $r=R(k)$. Conversely, with $r=R(k)$ the choice $A=(1-D)/(1-D^2Q)$, $B=DAQ$, $T=A(1+D)$ satisfies all four equations.

Since $1-D^2=4e/(e+1)^2>0$ and $0<Q<1$, the denominator is positive. From $1-Q\le1-D^2Q$ follows $|R|\le|D|$. From $1-Q\le2kt$ and $1-D^2Q\ge1-D^2$ follows

$$|R(k)|\le\frac{2t|D|}{1-D^2}\,k .$$

As $k\to\infty$, $Q\to0$ and $R\to D$. As $k\to0^+$,

$$\frac{R(k)}{k}\to\frac{2tD}{1-D^2}=\frac{t(e^2-1)}{2e}=\frac t2\Big(e-\frac1e\Big).$$

For a bounded measurable weight $g$, substitute $k=x/d$:

$$d^{\,n+1}\int_0^\infty k^n g(k)e^{-2kd}\,dk=\int_0^\infty x^n g(x/d)e^{-2x}\,dx .$$

If $|g|\le C$, the integrand is dominated by $Cx^ne^{-2x}$. When $g(x/d)\to L$ for each $x>0$, the limit is $L\int_0^\infty x^ne^{-2x}dx=L\,n!/2^{n+1}$, the moment following from repeated integration by parts.

For small $d$ take $n=1$, $g=R^2$, $L=D^2$; the moment is $1/4$. For large $d$ write $kR^2=k^3(R/k)^2$ and take $n=3$, $g=(R/k)^2$; the moment is $3/8$, and $\frac38\cdot\frac{t^2}{4}(e-1/e)^2$ is the stated value.

The single round trip refers to the gap only. Whoever also replaces the denominator of $R$ by 1 finds $\frac32t^2D^2$ for the far limit, which is wrong unless $e=1$: at long wavelengths $Q\to1$, and the repeated reflections inside the film all contribute.

## The film and its reflection amplitude in Lean

```lean
import Mathlib

open MeasureTheory Filter Topology Set

namespace LifshitzFilms

noncomputable section
```

The three definitions transcribe $D$, $R(k)$ and $I(d)$. All quantities are real numbers, and `Ioi (0 : ℝ)` is the half-line $k>0$. The word "static" in the description of `filmR` means that retardation is neglected.

```lean
/-- Image contrast `(e-1)/(e+1)` of a dielectric of relative permittivity `e` facing vacuum,
for `e ≠ -1`. -/
def contrast (e : ℝ) : ℝ := (e - 1) / (e + 1)

/-- Static reflection amplitude of a film of permittivity `e` and thickness `t` at lateral
wavenumber `k`, for `e`, `t`, `k` positive. -/
def filmR (e t k : ℝ) : ℝ :=
  contrast e * (1 - Real.exp (-2 * k * t)) / (1 - contrast e ^ 2 * Real.exp (-2 * k * t))

/-- Single-round-trip Lifshitz integral for two identical films at separation `d > 0`. -/
def filmI (e t d : ℝ) : ℝ :=
  ∫ k in Ioi (0 : ℝ), k * filmR e t k ^ 2 * Real.exp (-2 * k * d)
```

The next two results give the positive denominator. The second combines $1-D^2>0$ with $Q<1$.

```lean
/-- For positive permittivity, `1 - D²` equals `4e/(e+1)²`, where `D` is the image contrast. -/
theorem one_sub_contrast_sq {e : ℝ} (he : 0 < e) :
    1 - contrast e ^ 2 = 4 * e / (e + 1) ^ 2 := by
  have h1 : e + 1 ≠ 0 := by positivity
  unfold contrast
  field_simp
  ring

/-- The denominator of the film reflection amplitude is positive for positive permittivity,
thickness and wavenumber. -/
theorem den_pos {e t k : ℝ} (he : 0 < e) (ht : 0 < t) (hk : 0 < k) :
    0 < 1 - contrast e ^ 2 * Real.exp (-2 * k * t) := by
  have h1 : 0 < 1 - contrast e ^ 2 := by
    rw [one_sub_contrast_sq he]
    positivity
  have h2 : Real.exp (-2 * k * t) < 1 :=
    Real.exp_lt_one_iff.2 (by nlinarith [mul_pos hk ht])
  nlinarith [sq_nonneg (contrast e)]
```

The closed formula for $R$ is a definition, and `matching_iff` ties it to electrostatics: amplitudes $A,B,T$ satisfying the four boundary equations exist exactly when `r = filmR e t k`. In the proof `q` and `p` stand for $e^{-kt}$ and $e^{kt}$. The forward direction derives `hB` at the far face and then eliminates $A$; the converse supplies the amplitudes found above. Each `linear_combination` names the multiples of known equations that yield the required one.

```lean
/-- Let the potential be `exp(-kz) - r exp(kz)` before the film, `A exp(-kz) + B exp(kz)` inside
and `T exp(-kz)` behind it, with `e`, `t`, `k` positive. Potential and normal displacement can be
made continuous at both faces `z = 0` and `z = t` exactly when `r` is the film amplitude. -/
theorem matching_iff {e t k : ℝ} (he : 0 < e) (ht : 0 < t) (hk : 0 < k) (r : ℝ) :
    (∃ A B T : ℝ, 1 - r = A + B ∧ 1 + r = e * (A - B) ∧
      A * Real.exp (-(k * t)) + B * Real.exp (k * t) = T * Real.exp (-(k * t)) ∧
      e * (A * Real.exp (-(k * t)) - B * Real.exp (k * t)) = T * Real.exp (-(k * t)))
    ↔ r = filmR e t k := by
  have he1 : e + 1 ≠ 0 := by positivity
  have hD : contrast e * (e + 1) = e - 1 := div_mul_cancel₀ _ he1
  have hN := (den_pos he ht hk).ne'
  have hQ : Real.exp (-2 * k * t) = Real.exp (-(k * t)) * Real.exp (-(k * t)) := by
    rw [← Real.exp_add]
    congr 1
    ring
  have hpq : Real.exp (k * t) * Real.exp (-(k * t)) = 1 := by
    rw [← Real.exp_add, add_neg_cancel, Real.exp_zero]
  unfold filmR
  rw [hQ] at hN ⊢
  set q := Real.exp (-(k * t))
  set p := Real.exp (k * t)
  set D := contrast e
  rw [eq_div_iff hN]
  constructor
  · rintro ⟨A, B, T, h1, h2, h3, h4⟩
    -- the far face fixes the wave returning inside the film
    have hB : B = D * A * (q * q) := by
      apply mul_left_cancel₀ he1
      linear_combination q * h3 - q * h4 - (1 + e) * B * hpq - A * q ^ 2 * hD
    have h1' : 1 - r = A * (1 + D * (q * q)) := by rw [h1, hB]; ring
    have h2' : 1 + r = e * (A * (1 - D * (q * q))) := by rw [h2, hB]; ring
    -- the near face then fixes the reflected wave
    have hr : (1 - r) * e * (1 - D * (q * q)) = (1 + r) * (1 + D * (q * q)) := by
      rw [h1', h2']; ring
    apply mul_left_cancel₀ he1
    linear_combination -hr - (1 + r * D * (q * q)) * hD
  · intro hr
    have he' : e * (1 - D) = 1 + D := by linear_combination -hD
    obtain ⟨A, hA⟩ : ∃ A : ℝ, A * (1 - D ^ 2 * (q * q)) = 1 - D :=
      ⟨(1 - D) / (1 - D ^ 2 * (q * q)), div_mul_cancel₀ _ hN⟩
    refine ⟨A, D * A * (q * q), A * (1 + D), ?_, ?_, ?_, ?_⟩
    · apply mul_right_cancel₀ hN
      linear_combination -hr - (1 + D * (q * q)) * hA
    · apply mul_right_cancel₀ hN
      linear_combination hr - e * (1 - D * (q * q)) * hA - (1 - D * (q * q)) * he'
    · linear_combination D * A * q * hpq
    · linear_combination -e * D * A * q * hpq + A * q * he'
```

## Bounds and limiting behaviour of the amplitude

Both bounds are needed later: the constant one for the near limit, the linear one for the far limit.

```lean
/-- For positive `e`, `t`, `k` the film reflects no more strongly than a half-space, and its
amplitude is at most a constant times `k`. -/
theorem abs_filmR_le {e t k : ℝ} (he : 0 < e) (ht : 0 < t) (hk : 0 < k) :
    |filmR e t k| ≤ |contrast e| ∧
      |filmR e t k| ≤ |contrast e| * (2 * t) / (1 - contrast e ^ 2) * k := by
  have hN := den_pos he ht hk
  have h1 : 0 < 1 - contrast e ^ 2 := by
    rw [one_sub_contrast_sq he]
    positivity
  have hE : Real.exp (-2 * k * t) < 1 :=
    Real.exp_lt_one_iff.2 (by nlinarith [mul_pos hk ht])
  have hE0 := Real.exp_pos (-2 * k * t)
  have hlin := Real.add_one_le_exp (-2 * k * t)
  have hR : |filmR e t k| = |contrast e| * (1 - Real.exp (-2 * k * t)) /
      (1 - contrast e ^ 2 * Real.exp (-2 * k * t)) := by
    unfold filmR
    rw [abs_div, abs_mul, abs_of_pos (sub_pos.2 hE), abs_of_pos hN]
  constructor
  · rw [hR, div_le_iff₀ hN]
    exact mul_le_mul_of_nonneg_left (by nlinarith) (abs_nonneg _)
  · rw [hR]
    calc _ ≤ |contrast e| * (2 * t * k) / (1 - contrast e ^ 2) :=
          div_le_div₀ (by positivity)
            (mul_le_mul_of_nonneg_left (by linarith) (abs_nonneg _)) h1
            (by nlinarith [sq_nonneg (contrast e)])
      _ = _ := by ring
```

The large-$k$ limit follows from $Q\to0$. Lean states it for every real `e`, but the comparison with a half-space requires $e\neq-1$: there $D$ is undefined, and Lean's value $0$ is only a convention for division by zero. The slope at $k=0$ comes from the quotient rule, after which `field_simp` and `ring` bring it to the form $t(e-1/e)/2$.

```lean
/-- At short wavelengths a film of positive thickness reflects like a half-space. -/
theorem filmR_tendsto_atTop (e : ℝ) {t : ℝ} (ht : 0 < t) :
    Tendsto (filmR e t) atTop (𝓝 (contrast e)) := by
  have h : Tendsto (fun k : ℝ => Real.exp (-2 * k * t)) atTop (𝓝 0) := by
    refine (Real.tendsto_exp_neg_atTop_nhds_zero.comp
      (tendsto_id.const_mul_atTop (show 0 < 2 * t by positivity))).congr fun k => ?_
    show Real.exp (-(2 * t * k)) = Real.exp (-2 * k * t)
    congr 1
    ring
  have h2 := ((h.const_sub 1).const_mul (contrast e)).div
    ((h.const_mul (contrast e ^ 2)).const_sub 1) (by simp)
  simp only [sub_zero, mul_zero, mul_one, div_one] at h2
  exact h2

/-- For positive permittivity the film amplitude has slope `t(e-1/e)/2` at zero wavenumber. -/
theorem filmR_hasDerivAt_zero {e : ℝ} (he : 0 < e) (t : ℝ) :
    HasDerivAt (filmR e t) (t * (e - 1 / e) / 2) 0 := by
  have he1 : e + 1 ≠ 0 := by positivity
  have he0 : e ≠ 0 := he.ne'
  have hD := one_sub_contrast_sq he
  have h1 : HasDerivAt (fun k : ℝ => -2 * k * t) (-2 * t) 0 :=
    (((hasDerivAt_id' (0 : ℝ)).const_mul (-2)).mul_const t).congr_deriv (by ring)
  have hE : HasDerivAt (fun k : ℝ => Real.exp (-2 * k * t)) (-2 * t) 0 :=
    h1.exp.congr_deriv (by simp)
  have hne : 1 - contrast e ^ 2 * Real.exp (-2 * 0 * t) ≠ 0 := by
    simp only [mul_zero, zero_mul, Real.exp_zero, mul_one]
    rw [hD]
    positivity
  refine (((hE.const_sub 1).const_mul (contrast e)).fun_div
    ((hE.const_mul (contrast e ^ 2)).const_sub 1) hne).congr_deriv ?_
  simp only [mul_zero, zero_mul, Real.exp_zero, mul_one, sub_self, sub_zero]
  rw [hD]
  unfold contrast
  field_simp
  ring
```

## Moments and the scaling limit

The moment is obtained from Mathlib's Gamma-function integral.

```lean
/-- The moments of the evanescent factor: `∫ xⁿ exp(-2x) dx = n!/2^(n+1)` over `x > 0`. -/
theorem moment (n : ℕ) :
    ∫ x in Ioi (0 : ℝ), x ^ n * Real.exp (-2 * x) = (n.factorial : ℝ) / 2 ^ (n + 1) := by
  have h := Real.integral_rpow_mul_exp_neg_mul_Ioi (a := (n : ℝ) + 1) (r := 2)
    (by positivity) (by norm_num)
  have h2 : (1 / 2 : ℝ) ^ ((n : ℝ) + 1) = (1 / 2) ^ (n + 1) := by
    exact_mod_cast Real.rpow_natCast (1 / 2 : ℝ) (n + 1)
  rw [h2, Real.Gamma_nat_eq_factorial] at h
  simp only [add_sub_cancel_right, Real.rpow_natCast] at h
  simp only [neg_mul]
  rw [h, one_div, inv_pow, div_eq_mul_inv, mul_comm]
```

In `scaling_limit` the filter `l` describes how $d$ moves and `m` where the wavenumber $x/d$ then goes, so one theorem serves both ends. `hC` is the bound on $g$, `hs` says that $x/d$ enters the regime `m`, and `hL` gives the limit of $g$ there. Integrability of the dominating function is read off from `moment`: Lean assigns a non-integrable function the integral zero, but the moment is positive. The step `key` is dominated convergence in $x$; the remaining lines carry out the substitution.

```lean
/-- Let `g` be measurable on the real line and bounded on `k > 0`, and let `x/d` run to a regime `m`
of wavenumbers as the positive separation `d` runs along a countably generated filter `l`, for each
`x > 0`. If `g` tends to `L` in that regime, then `d^(n+1) ∫ kⁿ g(k) exp(-2kd) dk` tends to
`L n!/2^(n+1)`. -/
theorem scaling_limit {l m : Filter ℝ} [l.IsCountablyGenerated] (n : ℕ) {g : ℝ → ℝ} {C L : ℝ}
    (hg : Measurable g) (hC : ∀ k, 0 < k → |g k| ≤ C) (hl : ∀ᶠ d in l, 0 < d)
    (hs : ∀ x : ℝ, 0 < x → Tendsto (fun d => x / d) l m) (hL : Tendsto g m (𝓝 L)) :
    Tendsto (fun d => d ^ (n + 1) * ∫ k in Ioi (0 : ℝ), k ^ n * g k * Real.exp (-2 * k * d)) l
      (𝓝 (L * ((n.factorial : ℝ) / 2 ^ (n + 1)))) := by
  have hint : IntegrableOn (fun x : ℝ => x ^ n * Real.exp (-2 * x)) (Ioi 0) := by
    by_contra h
    have h0 := moment n
    rw [integral_undef h] at h0
    have : (0 : ℝ) < (n.factorial : ℝ) / 2 ^ (n + 1) :=
      div_pos (by exact_mod_cast n.factorial_pos) (by positivity)
    linarith
  have hlim : L * ((n.factorial : ℝ) / 2 ^ (n + 1)) =
      ∫ x in Ioi (0 : ℝ), x ^ n * L * Real.exp (-2 * x) := by
    rw [← moment n, ← integral_const_mul]
    refine integral_congr_ae (.of_forall fun x => ?_)
    dsimp only
    ring
  -- dominated convergence in the scaled variable x = k d
  have key : Tendsto (fun d => ∫ x in Ioi (0 : ℝ), x ^ n * g (x / d) * Real.exp (-2 * x)) l
      (𝓝 (∫ x in Ioi (0 : ℝ), x ^ n * L * Real.exp (-2 * x))) := by
    refine tendsto_integral_filter_of_dominated_convergence
      (fun x => C * (x ^ n * Real.exp (-2 * x))) ?_ ?_ (hint.const_mul C) ?_
    · refine .of_forall fun d => Measurable.aestronglyMeasurable ?_
      fun_prop
    · filter_upwards [hl] with d hd
      filter_upwards [ae_restrict_mem measurableSet_Ioi] with x hx
      have hx : 0 < x := hx
      have hb := hC (x / d) (div_pos hx hd)
      rw [Real.norm_eq_abs, abs_mul, abs_mul, abs_of_pos (pow_pos hx n),
        abs_of_pos (Real.exp_pos _)]
      calc x ^ n * |g (x / d)| * Real.exp (-2 * x) ≤ x ^ n * C * Real.exp (-2 * x) := by gcongr
        _ = _ := by ring
    · filter_upwards [ae_restrict_mem measurableSet_Ioi] with x hx
      exact ((hL.comp (hs x hx)).const_mul (x ^ n)).mul_const _
  rw [hlim]
  refine key.congr' ?_
  filter_upwards [hl] with d hd
  -- the substitution k = x / d
  have h := integral_comp_mul_left_Ioi
    (fun k => k ^ n * g k * Real.exp (-2 * k * d)) 0 (inv_pos.2 hd)
  simp only [mul_zero, inv_inv, smul_eq_mul] at h
  rw [pow_succ, mul_assoc, ← h, ← integral_const_mul]
  refine integral_congr_ae (.of_forall fun x => ?_)
  have e1 : -2 * (d⁻¹ * x) * d = -2 * x := by field_simp
  have e2 : d ^ n * (d⁻¹ * x) ^ n = x ^ n := by
    rw [← mul_pow, mul_inv_cancel_left₀ hd.ne']
  dsimp only
  rw [e1, div_eq_inv_mul, ← e2]
  ring
```

## The near and far laws

`near_law` assumes only $e>0$ and $t>0$. The filter `𝓝[>] 0` means that $d$ approaches zero through positive values, so $x/d$ runs to `atTop`. The proof applies the scaling theorem with $n=1$ and the bound $|D|^2$.

```lean
/-- Near law: for films of positive permittivity and thickness, `d² I(d)` tends to `D²/4` as the
separation `d` tends to zero from above, where `D` is the image contrast. -/
theorem near_law {e t : ℝ} (he : 0 < e) (ht : 0 < t) :
    Tendsto (fun d => d ^ 2 * filmI e t d) (𝓝[>] 0) (𝓝 (contrast e ^ 2 / 4)) := by
  have hm : Measurable (fun k => filmR e t k ^ 2) := by
    unfold filmR
    fun_prop
  have h := scaling_limit (l := 𝓝[>] (0 : ℝ)) (m := atTop) 1 (C := |contrast e| ^ 2) hm
    (fun k hk => by
      rw [abs_pow]
      exact pow_le_pow_left₀ (abs_nonneg _) (abs_filmR_le he ht hk).1 2)
    self_mem_nhdsWithin
    (fun x hx => by
      simpa only [div_eq_mul_inv] using tendsto_inv_nhdsGT_zero.const_mul_atTop hx)
    ((filmR_tendsto_atTop e ht).pow 2)
  have hf : ((Nat.factorial 1 : ℕ) : ℝ) / 2 ^ (1 + 1) = 1 / 4 := by norm_num [Nat.factorial]
  rw [hf, mul_one_div] at h
  refine h.congr fun d => ?_
  simp only [filmI, pow_one, Nat.reduceAdd]
```

This law needs $t\neq0$. For $t=0$ and $e=2$ the amplitude vanishes identically, so $d^2I(d)$ tends to $0$, whereas $D^2/4=1/36$.

`far_law` has the same hypotheses, with $d$ running along `atTop` and $x/d$ tending to zero from above. `hslope` turns the derivative at zero into the limit of $R(k)/k$, and the last lines restore $k^3(R/k)^2=kR^2$ under the integral.

```lean
/-- Far law: for films of positive permittivity and thickness, `d⁴ I(d)` tends to
`(3/32) t² (e-1/e)²` as the separation `d` tends to infinity. -/
theorem far_law {e t : ℝ} (he : 0 < e) (ht : 0 < t) :
    Tendsto (fun d => d ^ 4 * filmI e t d) atTop (𝓝 (3 / 32 * t ^ 2 * (e - 1 / e) ^ 2)) := by
  have hm : Measurable (fun k => (filmR e t k / k) ^ 2) := by
    unfold filmR
    fun_prop
  have h0 : filmR e t 0 = 0 := by simp [filmR]
  -- the slope at k = 0 governs large separations
  have hslope : Tendsto (fun k => filmR e t k / k) (𝓝[>] 0) (𝓝 (t * (e - 1 / e) / 2)) := by
    refine ((hasDerivAt_iff_tendsto_slope_zero.1 (filmR_hasDerivAt_zero he t)).mono_left
      (nhdsWithin_mono 0 fun x hx => (mem_Ioi.1 hx).ne')).congr fun k => ?_
    rw [zero_add, h0, sub_zero, smul_eq_mul, div_eq_inv_mul]
  have h := scaling_limit (l := atTop) (m := 𝓝[>] (0 : ℝ)) 3
    (C := (|contrast e| * (2 * t) / (1 - contrast e ^ 2)) ^ 2) hm
    (fun k hk => by
      rw [abs_pow]
      refine pow_le_pow_left₀ (abs_nonneg _) ?_ 2
      rw [abs_div, abs_of_pos hk, div_le_iff₀ hk]
      exact (abs_filmR_le he ht hk).2)
    (eventually_gt_atTop 0)
    (fun x hx => tendsto_nhdsWithin_iff.2 ⟨tendsto_const_nhds.div_atTop tendsto_id,
      (eventually_gt_atTop 0).mono fun d hd => div_pos hx hd⟩)
    (hslope.pow 2)
  have hf : ((Nat.factorial 3 : ℕ) : ℝ) / 2 ^ (3 + 1) = 3 / 8 := by norm_num [Nat.factorial]
  have hv : (t * (e - 1 / e) / 2) ^ 2 * (3 / 8) = 3 / 32 * t ^ 2 * (e - 1 / e) ^ 2 := by ring
  rw [hf, hv] at h
  refine h.congr fun d => ?_
  simp only [filmI, Nat.reduceAdd]
  congr 1
  refine setIntegral_congr_fun measurableSet_Ioi fun k hk => ?_
  have hk0 : k ≠ 0 := (mem_Ioi.1 hk).ne'
  have hc : k ^ 3 * (filmR e t k / k) ^ 2 = k * filmR e t k ^ 2 := by field_simp
  rw [hc]

end

end LifshitzFilms
```

Both theorems concern limits at fixed $e$ and $t$; they give no error estimate at finite $d$. The frequency sum, retardation, further round trips across the gap and a wavenumber-dependent permittivity lie beyond this model.

```lean
#print axioms LifshitzFilms.matching_iff
#print axioms LifshitzFilms.scaling_limit
#print axioms LifshitzFilms.near_law
#print axioms LifshitzFilms.far_law
```

```
'LifshitzFilms.matching_iff' depends on axioms: [propext, Classical.choice, Quot.sound]
'LifshitzFilms.scaling_limit' depends on axioms: [propext, Classical.choice, Quot.sound]
'LifshitzFilms.near_law' depends on axioms: [propext, Classical.choice, Quot.sound]
'LifshitzFilms.far_law' depends on axioms: [propext, Classical.choice, Quot.sound]
```
